# A sufficient spin penalty for spin-$s$ ground states in the sector $S_z=s$

The lowest state with $S_z=0$ may be a triplet even when a singlet is wanted, because fixing $S_z$ does not fix the total spin. Adding a positive multiple of $S^2$ raises the triplet, but too small a multiple leaves the wrong state lowest.

Let $S_x,S_y,S_z$ be Hermitian spin operators on a finite-dimensional space, with $\hbar=1$, and let $H$ commute with $S^2$. In the sector $S_z=s\ge 0$, let $E_0$ be the lowest eigenvalue of $H$ and $E_s$ its lowest eigenvalue with $S^2=s(s+1)$. For real $\mu$ put

$$K=H+\mu\,(S^2-s(s+1)).$$

If $2(s+1)\mu>E_s-E_0$, every eigenvector of $K$ in the sector at its lowest sector level $E$ has spin $s$. For exact eigenvectors in a finite orbital basis, this gives a sufficient penalty for a full configuration-interaction calculation at fixed $S_z$ with a spin-free Hamiltonian.

## The gap in $S^2$ and the threshold

Let $S_\pm=S_x\pm iS_y$. The commutation relations give

$$S_-S_+=S_x^2+S_y^2+i[S_x,S_y]=S^2-S_z^2-S_z,$$
$$[S_+,S_-]=-2i[S_x,S_y]=2S_z,\qquad [S_z,S_+]=iS_y+S_x=S_+.$$

Take $v\neq0$ with $S_zv=sv$ and $S^2v=(s(s+1)+d)v$. Then $S_-S_+v=dv$. Put $\varphi=S_+v$. If $\varphi=0$, then $d=0$. Otherwise $S_z\varphi=(s+1)\varphi$ and $S_+S_-\varphi=S_+(dv)=d\varphi$, so $S_-S_+\varphi=(d-2(s+1))\varphi$. The inner product with $\varphi$ is

$$(d-2(s+1))\,\|\varphi\|^2=\|S_+\varphi\|^2\ge0,$$

hence $d\ge2(s+1)$.

Now $E_0\le E_s$, so the threshold forces $\mu>0$. A spin-$s$ eigenvector of $H$ at $E_s$ feels no penalty, so $E\le E_s$. Let $W$ be the space of vectors with $S_z\psi=s\psi$ and $K\psi=E\psi$. Since $S^2$ commutes with $S_z$ and $K$, it maps $W$ into itself and can be diagonalised there. A basis vector $b$ with offset $d$ satisfies $Hb=(E-\mu d)b$, so $E\ge E_0+\mu d$. If $d\ge2(s+1)$, then $E\ge E_0+2(s+1)\mu>E_s$, a contradiction. Every basis vector therefore has $d=0$, and all of $W$ has spin $s$.

## Two spins at the threshold

For two spins 1/2 and $s=0$, take $H=-\tfrac{\Delta}{2}S^2$ with $\Delta>0$. The singlet has energy $0$ and the triplet $-\Delta$, so the condition reads $2\mu>\Delta$. At $2\mu=\Delta$ the operator $K$ is zero, and the triplet is as low as the singlet. The strict inequality thus cannot be relaxed to $\ge$. In the opposite limit, $E_s=E_0$, any positive $\mu$ suffices.

## Spin operators and levels in Lean

The space `V` is a complex inner product space, and operators are its linear maps.

```lean
import Mathlib

open Complex

namespace SpinPenalty

noncomputable section

variable {V : Type*} [NormedAddCommGroup V] [InnerProductSpace ℂ V]
```

`IsSpin` collects Hermiticity and the commutation relations. The total spin of $N$ spins 1/2 is the intended example, though the file does not construct it.

```lean
/-- Three Hermitian operators obeying the spin commutation relations (with ħ = 1). -/
structure IsSpin (Sx Sy Sz : Module.End ℂ V) : Prop where
  symm_x : LinearMap.IsSymmetric Sx
  symm_y : LinearMap.IsSymmetric Sy
  symm_z : LinearMap.IsSymmetric Sz
  comm_xy : Sx * Sy - Sy * Sx = I • Sz
  comm_yz : Sy * Sz - Sz * Sy = I • Sx
  comm_zx : Sz * Sx - Sx * Sz = I • Sy
```

The next definitions are $S^2$, $S_+$, $S_-$ and $K$.

```lean
/-- The squared spin S² = Sx² + Sy² + Sz². -/
def spinSq (Sx Sy Sz : Module.End ℂ V) : Module.End ℂ V := Sx * Sx + Sy * Sy + Sz * Sz

/-- The raising operator Sx + i Sy. -/
def raising (Sx Sy : Module.End ℂ V) : Module.End ℂ V := Sx + I • Sy

/-- The lowering operator Sx - i Sy. -/
def lowering (Sx Sy : Module.End ℂ V) : Module.End ℂ V := Sx - I • Sy

/-- The penalised operator H + μ (S² - s(s+1)). -/
def penalized (H S2 : Module.End ℂ V) (μ s : ℝ) : Module.End ℂ V :=
  H + (μ : ℂ) • (S2 - ((s * (s + 1) : ℝ) : ℂ) • 1)
```

A level is a real eigenvalue with a nonzero eigenvector in the sector; `spinLevels` also demands $S^2=s(s+1)$. Hermiticity of `H` is never assumed.

```lean
/-- The real eigenvalues of H that have an eigenvector in the sector Sz = s. -/
def sectorLevels (H Sz : Module.End ℂ V) (s : ℝ) : Set ℝ :=
  {E | ∃ ψ : V, ψ ≠ 0 ∧ Sz ψ = (s : ℂ) • ψ ∧ H ψ = (E : ℂ) • ψ}

/-- The real eigenvalues of H that have an eigenvector with Sz = s and S² = s(s+1). -/
def spinLevels (H S2 Sz : Module.End ℂ V) (s : ℝ) : Set ℝ :=
  {E | ∃ ψ : V, ψ ≠ 0 ∧ Sz ψ = (s : ℂ) • ψ ∧ S2 ψ = ((s * (s + 1) : ℝ) : ℂ) • ψ ∧
    H ψ = (E : ℂ) • ψ}
```

## Ladder identities and the spin gap

In `ladder`, the relations `e1`, `e2` and `e3` reorder products, and `module` compares coefficients.

```lean
variable {Sx Sy Sz H : Module.End ℂ V} {s μ E0 Es E : ℝ}

/-- The ladder identities: S₋S₊ = S² - Sz² - Sz, S₊S₋ = S₋S₊ + 2Sz, and S₊ raises Sz by one. -/
theorem ladder (h : IsSpin Sx Sy Sz) :
    lowering Sx Sy * raising Sx Sy = spinSq Sx Sy Sz - Sz * Sz - Sz ∧
    raising Sx Sy * lowering Sx Sy = lowering Sx Sy * raising Sx Sy + (2 : ℂ) • Sz ∧
    Sz * raising Sx Sy = raising Sx Sy * Sz + raising Sx Sy := by
  have e1 : Sx * Sy = I • Sz + Sy * Sx := sub_eq_iff_eq_add.mp h.comm_xy
  have e2 : Sz * Sx = I • Sy + Sx * Sz := sub_eq_iff_eq_add.mp h.comm_zx
  have e3 : Sz * Sy = Sy * Sz - I • Sx := by rw [← h.comm_yz]; abel
  refine ⟨?_, ?_, ?_⟩ <;>
  · simp only [raising, lowering, spinSq, sub_mul, add_mul, mul_add, mul_sub, smul_mul_assoc,
      mul_smul_comm, e1, e2, e3, smul_add, smul_sub, smul_smul, I_mul_I, neg_smul, one_smul]
    module
```

The commutator of $S_z$ with $S^2$ is expanded into the basic commutators, whose contributions cancel.

```lean
/-- S² commutes with Sz. -/
theorem commute_spinSq (h : IsSpin Sx Sy Sz) : Commute Sz (spinSq Sx Sy Sz) := by
  have e : Sz * spinSq Sx Sy Sz - spinSq Sx Sy Sz * Sz =
      (Sz * Sx - Sx * Sz) * Sx + Sx * (Sz * Sx - Sx * Sz)
        - (Sy * Sz - Sz * Sy) * Sy - Sy * (Sy * Sz - Sz * Sy) := by
    unfold spinSq
    noncomm_ring
  rw [h.comm_zx, h.comm_yz] at e
  refine sub_eq_zero.mp (e.trans ?_)
  simp only [smul_mul_assoc, mul_smul_comm]
  abel
```

In `spin_gap`, `hm` is $S_-S_+v=dv$, `key` is the eigenvalue equation for $\varphi$, and `adj` moves $S_-$ across the inner product as $S_+$. Taking real parts gives the norm identity.

```lean
/-- In the sector Sz = s, an eigenvalue s(s+1) + d of S² has d = 0 or d ≥ 2(s+1). -/
theorem spin_gap (h : IsSpin Sx Sy Sz) {d : ℝ} {v : V} (hv : v ≠ 0)
    (hz : Sz v = (s : ℂ) • v)
    (hS : spinSq Sx Sy Sz v = ((s * (s + 1) + d : ℝ) : ℂ) • v) :
    d = 0 ∨ 2 * (s + 1) ≤ d := by
  obtain ⟨l1, l2, l3⟩ := ladder h
  have a1 := LinearMap.congr_fun l1 v
  have a2 := LinearMap.congr_fun l2 (raising Sx Sy v)
  have a3 := LinearMap.congr_fun l3 v
  simp only [Module.End.mul_apply, LinearMap.sub_apply, LinearMap.add_apply,
    LinearMap.smul_apply, hz, hS, map_smul] at a1 a2 a3
  have hm : lowering Sx Sy (raising Sx Sy v) = (d : ℂ) • v := by
    rw [a1]; push_cast; module
  rw [hm, map_smul, a3] at a2
  set φ := raising Sx Sy v
  by_cases h0 : φ = 0
  · left
    rw [h0, map_zero] at hm
    exact_mod_cast (smul_eq_zero.mp hm.symm).resolve_right hv
  right
  -- the raised state φ gives (d - 2(s+1)) ‖φ‖² = ‖S₊φ‖²
  have key : ((d - 2 * (s + 1) : ℝ) : ℂ) • φ = lowering Sx Sy (raising Sx Sy φ) := by
    rw [← sub_eq_iff_eq_add] at a2
    rw [← a2]; push_cast; module
  have adj : ∀ χ : V, inner ℂ φ (lowering Sx Sy χ) = inner ℂ (raising Sx Sy φ) χ := by
    intro χ
    simp only [raising, lowering, LinearMap.sub_apply, LinearMap.add_apply,
      LinearMap.smul_apply, inner_sub_right, inner_add_left, inner_smul_left,
      inner_smul_right, conj_I]
    rw [h.symm_x φ χ, h.symm_y φ χ]; ring
  have nrm : ∀ x : V, (inner ℂ x x).re = ‖x‖ ^ 2 := fun x => inner_self_eq_norm_sq (𝕜 := ℂ) x
  have e := congrArg Complex.re (adj (raising Sx Sy φ))
  rw [← key, inner_smul_right, re_ofReal_mul, nrm, nrm] at e
  by_contra hlt
  have := mul_neg_of_neg_of_pos (sub_neg.mpr (not_le.mp hlt)) (pow_pos (norm_pos_iff.mpr h0) 2)
  linarith [sq_nonneg ‖raising Sx Sy φ‖]
```

The next lemma evaluates the penalty on an eigenvector of $S^2$.

```lean
/-- On a state with S² = s(s+1) + d the penalty adds the energy μd. -/
theorem penalized_apply {S2 : Module.End ℂ V} {d : ℝ} {v : V}
    (hS : S2 v = ((s * (s + 1) + d : ℝ) : ℂ) • v) :
    penalized H S2 μ s v = H v + ((μ * d : ℝ) : ℂ) • v := by
  simp only [penalized, LinearMap.add_apply, LinearMap.smul_apply, LinearMap.sub_apply,
    Module.End.one_apply, hS]
  push_cast
  module
```

## From the gap to the lowest level

Finite dimension enters here, to diagonalise $S^2$ on `W`. The proof assumes that $E$ lies below $E_0+2(s+1)\mu$. `hinv` shows that `W` is invariant, `key` excludes the high-spin alternative for each basis vector, and `hall` extends the result to all of `W`.

```lean
variable [FiniteDimensional ℂ V]

/-- Let H commute with S², let E0 bound its levels in the sector Sz = s from below, and let μ ≥ 0. A
sector eigenvector of the penalised operator with real eigenvalue E has spin s or E ≥ E0 + 2(s+1)μ.
-/
theorem spin_or_high (h : IsSpin Sx Sy Sz) (hc : Commute H (spinSq Sx Sy Sz))
    (hE0 : E0 ∈ lowerBounds (sectorLevels H Sz s)) (hμ : 0 ≤ μ) {ψ : V}
    (hz : Sz ψ = (s : ℂ) • ψ) (hK : penalized H (spinSq Sx Sy Sz) μ s ψ = (E : ℂ) • ψ) :
    spinSq Sx Sy Sz ψ = ((s * (s + 1) : ℝ) : ℂ) • ψ ∨ E0 + 2 * (s + 1) * μ ≤ E := by
  refine or_iff_not_imp_right.mpr fun hE => ?_
  set S2 := spinSq Sx Sy Sz with hS2
  have hsym : LinearMap.IsSymmetric S2 := by
    intro x y
    simp only [hS2, spinSq, LinearMap.add_apply, Module.End.mul_apply, inner_add_left,
      inner_add_right]
    rw [h.symm_x (Sx x) y, h.symm_x x (Sx y), h.symm_y (Sy x) y, h.symm_y x (Sy y),
      h.symm_z (Sz x) y, h.symm_z x (Sz y)]
  have hKc : Commute (penalized H S2 μ s) S2 :=
    hc.add_left (((Commute.refl S2).sub_left ((Commute.one_left S2).smul_left _)).smul_left _)
  -- S² acts inside the joint eigenspace W of Sz and the penalised operator
  let W : Submodule ℂ V :=
    Module.End.eigenspace Sz (s : ℂ) ⊓ Module.End.eigenspace (penalized H S2 μ s) (E : ℂ)
  have hW : ∀ v, v ∈ W ↔ Sz v = (s : ℂ) • v ∧ penalized H S2 μ s v = (E : ℂ) • v := fun v => by
    simp only [W, Submodule.mem_inf, Module.End.mem_eigenspace_iff]
  have hinv : ∀ v ∈ W, S2 v ∈ W := by
    intro v hv
    obtain ⟨h1, h2⟩ := (hW v).mp hv
    exact (hW _).mpr ⟨(LinearMap.congr_fun (commute_spinSq h).eq v).trans
        ((congrArg S2 h1).trans (map_smul S2 _ _)),
      (LinearMap.congr_fun hKc.eq v).trans ((congrArg S2 h2).trans (map_smul S2 _ _))⟩
  have hT := hsym.restrict_invariant hinv
  let b := hT.eigenvectorBasis rfl
  -- each S² eigenvector in W has spin s, since otherwise its level would be too high
  have key : ∀ i, S2.restrict hinv (b i) = ((s * (s + 1) : ℝ) : ℂ) • b i := by
    intro i
    have hb := hT.apply_eigenvectorBasis rfl i
    set t : ℝ := hT.eigenvalues rfl i
    have hbv : S2 (b i : V) = (t : ℂ) • (b i : V) := congrArg Subtype.val hb
    have hne : (b i : V) ≠ 0 := fun h0 => b.orthonormal.ne_zero i (Subtype.ext h0)
    obtain ⟨h1, h2⟩ := (hW _).mp (b i).2
    have hd : S2 (b i : V) = ((s * (s + 1) + (t - s * (s + 1)) : ℝ) : ℂ) • (b i : V) := by
      rw [hbv]; congr 2; ring
    rcases spin_gap h hne h1 hd with h3 | h3
    · apply Subtype.ext
      change S2 (b i : V) = ((s * (s + 1) : ℝ) : ℂ) • (b i : V)
      rw [hbv, sub_eq_zero.mp h3]
    · rw [penalized_apply hd] at h2
      have hH : H (b i : V) = ((E - μ * (t - s * (s + 1)) : ℝ) : ℂ) • (b i : V) := by
        rw [eq_sub_of_add_eq h2, ← sub_smul, ← ofReal_sub]
      have h4 := hE0 ⟨_, hne, h1, hH⟩
      have h5 := mul_le_mul_of_nonneg_left h3 hμ
      exact absurd (by linarith) hE
  have hall : S2.restrict hinv = ((s * (s + 1) : ℝ) : ℂ) • LinearMap.id :=
    b.toBasis.ext fun i => by rw [OrthonormalBasis.coe_toBasis]; exact key i
  exact congrArg Subtype.val (LinearMap.congr_fun hall ⟨ψ, (hW ψ).mpr ⟨hz, hK⟩⟩)
```

In the main theorem, `IsLeast` says that $E_0$, $E_s$ and $E$ are attained minima; their existence is assumed. The hypothesis `hc` asks only that $H$ commute with $S^2$. The proof obtains $\mu\ge0$ and $E\le E_s$, which rules out the high alternative of `spin_or_high`. The conclusion concerns exact eigenvectors and gives no bound for approximate variational states.

```lean
/-- Spin penalty method. Let H commute with S², and in the sector Sz = s ≥ 0 let E0 be its lowest
level and Es its lowest spin-s level. If 2(s+1)μ > Es - E0, every sector eigenvector of
H + μ(S² - s(s+1)) at its lowest sector level E has spin s. -/
theorem spin_penalty (h : IsSpin Sx Sy Sz) (hc : Commute H (spinSq Sx Sy Sz)) (hs : 0 ≤ s)
    (hE0 : IsLeast (sectorLevels H Sz s) E0)
    (hEs : IsLeast (spinLevels H (spinSq Sx Sy Sz) Sz s) Es)
    (hμ : Es - E0 < 2 * (s + 1) * μ)
    (hE : IsLeast (sectorLevels (penalized H (spinSq Sx Sy Sz) μ s) Sz s) E) {ψ : V}
    (hz : Sz ψ = (s : ℂ) • ψ) (hK : penalized H (spinSq Sx Sy Sz) μ s ψ = (E : ℂ) • ψ) :
    spinSq Sx Sy Sz ψ = ((s * (s + 1) : ℝ) : ℂ) • ψ := by
  obtain ⟨χ, hχ, h1, hS, hH⟩ := hEs.1
  have hle : E0 ≤ Es := hE0.2 ⟨χ, hχ, h1, hH⟩
  have hμ0 : 0 ≤ μ := (pos_of_mul_pos_right (by linarith : 0 < 2 * (s + 1) * μ)
    (by linarith)).le
  -- the penalty vanishes on the spin-s state χ, so E ≤ Es
  have hEle : E ≤ Es := hE.2 ⟨χ, hχ, h1, by
    rw [penalized_apply (d := 0) (by rw [add_zero]; exact hS), hH]; simp⟩
  exact (spin_or_high h hc hE0.2 hμ0 hz hK).resolve_right (by linarith)
```

## A singlet and a triplet on $\mathbb{C}^4$

Three explicit matrices satisfy `IsSpin`. Their $S^2$ is $0$ on the first basis state and $2$ on the other three, the same spin content as two spins 1/2. The proof checks components.

```lean
/-- The operator on ℂ⁴ with matrix element -i from j to i and, for i ≠ j, i from i to j. -/
def rot (i j : Fin 4) : Module.End ℂ (EuclideanSpace ℂ (Fin 4)) where
  toFun v := WithLp.toLp 2 fun k => if k = i then -I * v j else if k = j then I * v i else 0
  map_add' v w := by ext k; simp only [PiLp.add_apply]; split_ifs <;> ring
  map_smul' c v := by
    ext k; simp only [PiLp.smul_apply, smul_eq_mul, RingHom.id_apply]; split_ifs <;> ring

/-- An explicit instance on ℂ⁴: three operators obey the spin relations, and their S² is 0 on the
first basis state and 2 on the other three. -/
theorem isSpin_witness : IsSpin (rot 2 3) (rot 3 1) (rot 1 2) ∧
    ∀ v k, spinSq (rot 2 3) (rot 3 1) (rot 1 2) v k = if k = 0 then 0 else 2 * v k := by
  refine ⟨⟨?_, ?_, ?_, ?_, ?_, ?_⟩, fun v k => ?_⟩
  iterate 3
    · intro v w
      simp [rot, PiLp.inner_apply, Fin.sum_univ_four]
      ring
  iterate 3
    · refine LinearMap.ext fun v => ?_
      ext k
      fin_cases k <;> simp [rot, ← mul_assoc]
  · fin_cases k <;> simp [rot, spinSq, ← mul_assoc] <;> ring

end

end SpinPenalty
```

```lean
#print axioms SpinPenalty.spin_penalty
```

```
'SpinPenalty.spin_penalty' depends on axioms: [propext, Classical.choice, Quot.sound]
```
